# Spin populations of a single determinant are nonnegative for all normalised orbitals exactly when the beta occupied space lies in the alpha space

Let $E$ be a real or complex inner product space of spatial orbitals, with inner product linear in the second slot. For a single determinant whose orbitals each have pure alpha or pure beta spin, the one-particle density operators $P_a$ and $P_b$ of the two spins project orthogonally onto the occupied alpha and beta spaces. The spin population of an orbital $v$ is
$$p(v)=\operatorname{Re}\langle v,(P_a-P_b)v\rangle ,$$
counted in electrons, without the spin factor $1/2$. It belongs to an orbital and is not a Mulliken population of an atom.

In the code `𝕜` is the scalar field; real symmetric matrices in an orthonormal basis are the case `𝕜 = ℝ`.

In Lean 4 with Mathlib:

```lean
import Mathlib

namespace SpinPopulationSign

noncomputable section

variable {𝕜 E : Type*} [RCLike 𝕜] [NormedAddCommGroup E] [InnerProductSpace 𝕜 E]
```

`IsOccProjector` contains the two conditions on a projector, `spinPop` is $p$, and `LinearMap.range` is the occupied space.

```lean
/-- The orthogonal projector onto an occupied space: a symmetric, idempotent linear map. -/
structure IsOccProjector (P : E →ₗ[𝕜] E) : Prop where
  symmetric : P.IsSymmetric
  idem : ∀ v, P (P v) = P v

/-- The spin population of the orbital `v`: the expectation value of the spin density
operator `Pa - Pb`. -/
def spinPop (Pa Pb : E →ₗ[𝕜] E) (v : E) : ℝ :=
  RCLike.re (inner 𝕜 v ((Pa - Pb) v))
```

The operator $|u\rangle\langle u|$ describes a single occupied orbital once $u$ is normalised.

```lean
variable (𝕜) in
/-- The operator `|u⟩⟨u|` of a single orbital `u`. -/
def orbitalProjector (u : E) : E →ₗ[𝕜] E where
  toFun v := inner 𝕜 u v • u
  map_add' x y := by rw [inner_add_right, add_smul]
  map_smul' c x := by rw [inner_smul_right, mul_smul, RingHom.id_apply]
```

## Symmetric and idempotent: orthogonal projection with integer occupations

Idempotence restricts the occupation numbers to 0 and 1, as in a single determinant; symmetry makes the projection orthogonal. Together they give
$$\langle v,Pv\rangle=\langle v,PPv\rangle=\langle Pv,Pv\rangle=\|Pv\|^2 .$$
The first lemma rewrites with `hP.symmetric` and `hP.idem` in the same way.

```lean
/-- The expectation value of an occupied-space projector in `v` is the squared length of
the projection of `v`. -/
theorem expectation_eq_norm_sq {P : E →ₗ[𝕜] E} (hP : IsOccProjector P) (v : E) :
    RCLike.re (inner 𝕜 v (P v)) = ‖P v‖ ^ 2 := by
  have h : inner 𝕜 v (P v) = inner 𝕜 (P v) (P v) := by
    rw [hP.symmetric v (P v), hP.idem v]
  rw [h, inner_self_eq_norm_sq]
```

Subtraction gives $p(v)=\|P_av\|^2-\|P_bv\|^2$.

```lean
/-- The spin population is the alpha weight of the orbital minus its beta weight. -/
theorem spinPop_eq {Pa Pb : E →ₗ[𝕜] E} (ha : IsOccProjector Pa) (hb : IsOccProjector Pb)
    (v : E) : spinPop Pa Pb v = ‖Pa v‖ ^ 2 - ‖Pb v‖ ^ 2 := by
  unfold spinPop
  rw [LinearMap.sub_apply, inner_sub_right, map_sub, expectation_eq_norm_sq ha,
    expectation_eq_norm_sq hb]
```

For an occupied beta orbital, $P_bv=v$. Expanding the square,
$$\|v-P_av\|^2=\|v\|^2-2\operatorname{Re}\langle v,P_av\rangle+\|P_av\|^2=\|v\|^2-\|P_av\|^2,$$
so $p(v)=-\|v-P_av\|^2$. Here `norm_sub_sq` supplies the expansion and `linarith` combines the identities.

```lean
/-- The spin population of an occupied beta orbital is minus the squared length of its
component outside the alpha space. -/
theorem spinPop_of_beta_occupied {Pa Pb : E →ₗ[𝕜] E} (ha : IsOccProjector Pa)
    (hb : IsOccProjector Pb) {v : E} (hv : Pb v = v) :
    spinPop Pa Pb v = -‖v - Pa v‖ ^ 2 := by
  have h := norm_sub_sq (𝕜 := 𝕜) v (Pa v)
  rw [expectation_eq_norm_sq ha] at h
  rw [spinPop_eq ha hb, hv]
  linarith
```

Both conditions matter. Without idempotence, take $P_a=\tfrac12$ and $P_b=1$ on $\mathbb R$: the ranges agree, yet $p(1)=-\tfrac12$. Without symmetry, take $P_a(x,y)=(x,0)$ and $P_b(x,y)=(x+y,0)$ on $\mathbb R^2$: the ranges agree again, yet $p(v)=-\tfrac12$ for $v=(1,1)/\sqrt2$.

## Nested spaces: every occupied beta orbital also lies in the occupied alpha space

The inclusion $\operatorname{range}P_b\subseteq\operatorname{range}P_a$ holds, for instance, in a restricted open-shell determinant whose singly occupied orbitals all hold alpha electrons. Each $P_bx$ then equals some $P_ay$, so $P_aP_bx=P_ay=P_bx$. By symmetry,
$$\langle u,P_bP_av\rangle=\langle P_aP_bu,v\rangle=\langle P_bu,v\rangle=\langle u,P_bv\rangle$$
for every $u$, hence $P_bP_a=P_b$. The lemma `ext_inner_left` is this comparison against all $u$.

```lean
/-- If the beta space lies inside the alpha space, the product of the two projectors in
either order is the beta projector. -/
theorem nested_products {Pa Pb : E →ₗ[𝕜] E} (ha : IsOccProjector Pa)
    (hb : IsOccProjector Pb) (h : LinearMap.range Pb ≤ LinearMap.range Pa) (v : E) :
    Pa (Pb v) = Pb v ∧ Pb (Pa v) = Pb v := by
  have hab : ∀ x, Pa (Pb x) = Pb x := by
    intro x
    obtain ⟨y, hy⟩ := h (LinearMap.mem_range_self Pb x)
    rw [← hy, ha.idem]
  refine ⟨hab v, ext_inner_left 𝕜 fun u => ?_⟩
  -- move both projectors to the left slot, where the first identity applies
  rw [← hb.symmetric u (Pa v), ← ha.symmetric (Pb u) v, hab, hb.symmetric u v]
```

Without the inclusion, there is a $w$ in the beta space but outside the alpha space. It is nonzero, so $v=w/\|w\|$ is a normalised beta orbital with $v\ne P_av$, and $p(v)=-\|v-P_av\|^2<0$. The lemma follows these steps, with `c` as the normalising factor.

```lean
/-- If the beta space is not inside the alpha space, some normalised occupied beta orbital
has a negative spin population. -/
theorem exists_beta_orbital_neg {Pa Pb : E →ₗ[𝕜] E} (ha : IsOccProjector Pa)
    (hb : IsOccProjector Pb) (h : ¬ LinearMap.range Pb ≤ LinearMap.range Pa) :
    ∃ v : E, ‖v‖ = 1 ∧ Pb v = v ∧ spinPop Pa Pb v < 0 := by
  obtain ⟨w, hwb, hwa⟩ := SetLike.not_le_iff_exists.mp h
  have hw : Pb w = w := by
    obtain ⟨x, hx⟩ := hwb
    rw [← hx, hb.idem]
  have hw0 : w ≠ 0 := by
    intro h0
    exact hwa (h0 ▸ Submodule.zero_mem _)
  -- normalise the beta vector that sticks out of the alpha space
  obtain ⟨c, hn⟩ : ∃ c : 𝕜, ‖c • w‖ = 1 := ⟨_, norm_smul_inv_norm hw0⟩
  have hc : c ≠ 0 := by
    intro h0
    rw [h0, zero_smul, norm_zero] at hn
    exact zero_ne_one hn
  have hv : Pb (c • w) = c • w := by rw [map_smul, hw]
  refine ⟨c • w, hn, hv, ?_⟩
  rw [spinPop_of_beta_occupied ha hb hv]
  have hne : c • w - Pa (c • w) ≠ 0 := by
    intro h0
    rw [map_smul, ← smul_sub] at h0
    have h1 := (smul_eq_zero.mp h0).resolve_left hc
    exact hwa ⟨w, (sub_eq_zero.mp h1).symm⟩
  have hpos : 0 < ‖c • w - Pa (c • w)‖ := norm_pos_iff.mpr hne
  have hsq := pow_pos hpos 2
  linarith
```

With the inclusion,
$$(P_a-P_b)^2=P_a-P_b-P_b+P_b=P_a-P_b,$$
so the symmetric difference operator is itself a projector. Conversely, an orthogonal projector has no negative expectation value, which excludes the orbital just constructed.

```lean
/-- The spin density operator `Pa - Pb` is itself an orthogonal projector exactly when the
beta space lies inside the alpha space. -/
theorem spinDensity_projector_iff {Pa Pb : E →ₗ[𝕜] E} (ha : IsOccProjector Pa)
    (hb : IsOccProjector Pb) :
    IsOccProjector (Pa - Pb) ↔ LinearMap.range Pb ≤ LinearMap.range Pa := by
  constructor
  · intro hd
    by_contra h
    obtain ⟨v, -, -, hneg⟩ := exists_beta_orbital_neg ha hb h
    unfold spinPop at hneg
    rw [expectation_eq_norm_sq hd] at hneg
    exact absurd hneg (not_lt_of_ge (sq_nonneg _))
  · intro h
    refine ⟨ha.symmetric.sub hb.symmetric, fun v => ?_⟩
    obtain ⟨hab, hba⟩ := nested_products ha hb h v
    simp only [LinearMap.sub_apply, map_sub, ha.idem, hb.idem, hab, hba]
    abel
```

Nested spaces therefore give $p(v)=\|(P_a-P_b)v\|^2\ge0$, and the negative orbital proves the other direction.

```lean
/-- Every normalised orbital has a nonnegative spin population if and only if the occupied
beta space lies inside the occupied alpha space. -/
theorem spinPop_nonneg_iff {Pa Pb : E →ₗ[𝕜] E} (ha : IsOccProjector Pa)
    (hb : IsOccProjector Pb) :
    (∀ v : E, ‖v‖ = 1 → 0 ≤ spinPop Pa Pb v) ↔
      LinearMap.range Pb ≤ LinearMap.range Pa := by
  constructor
  · intro hpos
    by_contra h
    obtain ⟨v, hn, -, hneg⟩ := exists_beta_orbital_neg ha hb h
    exact absurd hneg (not_lt_of_ge (hpos v hn))
  · intro h v _
    -- the spin density is a projector, so its expectation values are squares
    unfold spinPop
    rw [expectation_eq_norm_sq ((spinDensity_projector_iff ha hb).mpr h)]
    positivity
```

The condition $\|v\|=1$ makes $v$ an orbital holding at most one electron per spin. Dropping it changes no sign, because $p(cv)=|c|^2p(v)$.

For an unrestricted single determinant, a negative orbital spin population thus shows that the beta space is not contained in the alpha space.

## Finite dimension: completing the orbital to a basis

A finite orbital space, as in a basis-set calculation, lets the negative orbital be extended to a full orthonormal basis; `exists_orthonormalBasis_extension` does this. In infinite dimension the single negative orbital remains, but no finite orthonormal basis exists.

```lean
/-- In finite dimension, if the beta space is not inside the alpha space, some orthonormal basis
contains an orbital with a negative spin population. -/
theorem exists_basis_neg [FiniteDimensional 𝕜 E] {Pa Pb : E →ₗ[𝕜] E}
    (ha : IsOccProjector Pa) (hb : IsOccProjector Pb)
    (h : ¬ LinearMap.range Pb ≤ LinearMap.range Pa) :
    ∃ (u : Finset E) (b : OrthonormalBasis u 𝕜 E) (i : u), spinPop Pa Pb (b i) < 0 := by
  obtain ⟨v, hn, -, hneg⟩ := exists_beta_orbital_neg ha hb h
  have ho : Orthonormal 𝕜 ((↑) : ({v} : Set E) → E) :=
    ⟨fun i => (congrArg norm (Set.mem_singleton_iff.mp i.2)).trans hn,
      fun i j hij => (hij (Subtype.ext ((Set.mem_singleton_iff.mp i.2).trans
        (Set.mem_singleton_iff.mp j.2).symm))).elim⟩
  -- complete the single orbital to an orthonormal basis
  obtain ⟨u, b, hsub, hbu⟩ := ho.exists_orthonormalBasis_extension
  have hm : v ∈ u := Finset.mem_coe.mp (hsub (Set.mem_singleton v))
  have hbv : b ⟨v, hm⟩ = v := congrFun hbu ⟨v, hm⟩
  exact ⟨u, b, ⟨v, hm⟩, by rw [hbv]; exact hneg⟩
```

## Equal electron numbers and different projectors

The dimension of each range is the number of electrons of that spin. If the spaces were nested with equal dimensions, they would coincide, and then $P_av=P_bP_av=P_bv$, contradicting $P_a\ne P_b$. Some basis must therefore show a negative population. With unequal numbers this can fail: $P_a=1$, $P_b=0$ gives $p(v)=\|v\|^2$. With equal projectors, $p$ vanishes.

```lean
/-- In finite dimension, with equally many alpha and beta electrons but different projectors, some
orthonormal basis contains an orbital with a negative spin population. -/
theorem exists_basis_neg_of_equal_numbers [FiniteDimensional 𝕜 E] {Pa Pb : E →ₗ[𝕜] E}
    (ha : IsOccProjector Pa) (hb : IsOccProjector Pb)
    (hN : Module.finrank 𝕜 (LinearMap.range Pb) = Module.finrank 𝕜 (LinearMap.range Pa))
    (hne : Pa ≠ Pb) :
    ∃ (u : Finset E) (b : OrthonormalBasis u 𝕜 E) (i : u), spinPop Pa Pb (b i) < 0 := by
  refine exists_basis_neg ha hb fun h => hne ?_
  -- nested spaces of equal dimension coincide, and so do their projectors
  have heq := Submodule.eq_of_le_of_finrank_eq h hN
  refine LinearMap.ext fun v => ?_
  exact (nested_products hb ha heq.ge v).1.symm.trans (nested_products ha hb h v).2
```

## One alpha and one beta orbital

The smallest case with both spins occupied has normalised orbitals $u$ and $w$. Normalisation makes $|u\rangle\langle u|$ idempotent.

```lean
/-- The operator `|u⟩⟨u|` of a normalised orbital is an occupied-space projector. -/
theorem orbitalProjector_isOcc {u : E} (hu : ‖u‖ = 1) :
    IsOccProjector (orbitalProjector 𝕜 u) := by
  constructor
  · intro x y
    change inner 𝕜 (inner 𝕜 u x • u) y = inner 𝕜 x (inner 𝕜 u y • u)
    rw [inner_smul_left, inner_smul_right, inner_conj_symm, mul_comm]
  · intro v
    change inner 𝕜 u (inner 𝕜 u v • u) • u = inner 𝕜 u v • u
    rw [inner_smul_right, inner_self_eq_norm_sq_to_K, hu]
    simp
```

Since $P_aw=\langle u,w\rangle u$ and $P_bw=w$,
$$p(w)=|\langle u,w\rangle|^2-1 .$$
This is $-1$ for orthogonal orbitals and rises to $0$ as the overlap approaches modulus one.

```lean
/-- For one normalised alpha orbital `u` and one normalised beta orbital `w`, the spin population of
`w` is the squared modulus of their overlap minus one. -/
theorem spinPop_two_orbitals {u w : E} (hu : ‖u‖ = 1) (hw : ‖w‖ = 1) :
    spinPop (orbitalProjector 𝕜 u) (orbitalProjector 𝕜 w) w = ‖inner 𝕜 u w‖ ^ 2 - 1 := by
  have h1 : ‖orbitalProjector 𝕜 u w‖ = ‖inner 𝕜 u w‖ := by
    change ‖inner 𝕜 u w • u‖ = _
    rw [norm_smul, hu, mul_one]
  have h2 : orbitalProjector 𝕜 w w = w := by
    change inner 𝕜 w w • w = w
    rw [inner_self_eq_norm_sq_to_K, hw]
    simp
  rw [spinPop_eq (orbitalProjector_isOcc hu) (orbitalProjector_isOcc hw), h1, h2, hw,
    one_pow]
```

For $u=(1,0)$ and $w=(3/5,4/5)$ the overlap is $3/5$, and $p(w)=9/25-1=-16/25$.

```lean
/-- In the real plane, the orbitals `(1, 0)` for alpha and `(3/5, 4/5)` for beta give two
occupied-space projectors, and the beta orbital has spin population `-16/25`. -/
theorem spinPop_witness :
    IsOccProjector (orbitalProjector ℝ (!₂[1, 0] : EuclideanSpace ℝ (Fin 2))) ∧
    IsOccProjector (orbitalProjector ℝ (!₂[3/5, 4/5] : EuclideanSpace ℝ (Fin 2))) ∧
    spinPop (orbitalProjector ℝ (!₂[1, 0] : EuclideanSpace ℝ (Fin 2)))
      (orbitalProjector ℝ !₂[3/5, 4/5]) !₂[3/5, 4/5] = -16/25 := by
  have hu : ‖(!₂[1, 0] : EuclideanSpace ℝ (Fin 2))‖ = 1 := by
    rw [EuclideanSpace.norm_eq, Real.sqrt_eq_one]
    norm_num [Fin.sum_univ_two]
  have hw : ‖(!₂[3/5, 4/5] : EuclideanSpace ℝ (Fin 2))‖ = 1 := by
    rw [EuclideanSpace.norm_eq, Real.sqrt_eq_one]
    norm_num [Fin.sum_univ_two]
  have hi : inner ℝ (!₂[1, 0] : EuclideanSpace ℝ (Fin 2)) !₂[3/5, 4/5] = 3/5 := by
    simp [PiLp.inner_apply, Fin.sum_univ_two]
  refine ⟨orbitalProjector_isOcc hu, orbitalProjector_isOcc hw, ?_⟩
  rw [spinPop_two_orbitals hu hw, hi]
  norm_num

end

end SpinPopulationSign
```

```lean
#print axioms SpinPopulationSign.spinPop_nonneg_iff
#print axioms SpinPopulationSign.exists_basis_neg_of_equal_numbers
```

```
'SpinPopulationSign.spinPop_nonneg_iff' depends on axioms: [propext, Classical.choice, Quot.sound]
'SpinPopulationSign.exists_basis_neg_of_equal_numbers' depends on axioms: [propext, Classical.choice, Quot.sound]
```
